# The Majorana Bloch matrix of the Kitaev chain is antisymmetric at crystal momenta 0 and π

The Kitaev chain is a model of non-interacting fermions with hopping `t`, pairing `Δ` and chemical potential `mu`, here arbitrary real numbers. At crystal momentum k its Majorana couplings form a 2×2 matrix with zero diagonal and off-diagonal entries s(k) and −s(−k), where s(k) = −mu − 2t cos k + 2iΔ sin k. The lemma says that at k = 0 and at k = π the transpose of this matrix equals its negative. The attempt compares the matrices entry by entry, four entries at each momentum, and asks `simp` to unfold the definitions and settle all eight equations.

The first attempt, which Lean rejects:

```lean
import Mathlib

open Filter Topology Matrix

namespace KitaevChainEdge

noncomputable section

/-- The coupling between the two Majorana species at crystal momentum `k`. -/
def symbol (t Δ mu k : ℝ) : ℂ :=
  -(mu : ℂ) - 2 * t * Complex.cos k + 2 * Δ * Complex.sin k * Complex.I

/-- The matrix of Majorana couplings of the Kitaev chain at crystal momentum `k`; the Bloch
Hamiltonian is `i` times this matrix. -/
def majoranaBloch (t Δ mu k : ℝ) : Matrix (Fin 2) (Fin 2) ℂ :=
  !![0, symbol t Δ mu k; -symbol t Δ mu (-k), 0]

/-- The Majorana Bloch matrix is antisymmetric at `k = 0` and at `k = π`. -/
theorem majoranaBloch_antisymm (t Δ mu : ℝ) :
    (majoranaBloch t Δ mu 0)ᵀ = -majoranaBloch t Δ mu 0 ∧
    (majoranaBloch t Δ mu Real.pi)ᵀ = -majoranaBloch t Δ mu Real.pi := by
  constructor <;> ext i j <;> fin_cases i <;> fin_cases j <;>
    simp [majoranaBloch, symbol]

end

end KitaevChainEdge
```

Messages:

```
Main.lean:21:71: error: unsolved goals
case left.«1».«0»
t Δ mu : ℝ
⊢ -↑mu - 2 * ↑t = -↑mu + -(2 * ↑t)
```

The repair, with which the file compiles:

```diff
@@ -22,4 +22,5 @@
   constructor <;> ext i j <;> fin_cases i <;> fin_cases j <;>
     simp [majoranaBloch, symbol]
+  ring
 
 end
```

The message shows one equation left over: the lower-left entry (row 1, column 0, counting from zero) at k = 0. Its two sides, `-↑mu - 2 * ↑t` and `-↑mu + -(2 * ↑t)`, are equal, but one is written as a subtraction and the other as the addition of a negative.

The difference comes from the minus signs. On the left the entry is s(0) itself, and `simp` leaves its subtraction alone. On the right s(0) stands under two minus signs, one from the matrix's definition and one from the negated matrix. `simp` works from the inside out, so it pushes each sign through the expression in turn instead of cancelling the pair, and ends with a sum. None of its rewrites then turns one form into the other.

The added `ring` proves identities that follow from the commutative ring laws, whichever way subtraction is written, so it closes this goal. It runs once, after `simp` has dealt with all the cases, and once is enough because only this goal remains.
